# Omitting the $D'$ drift from overdamped Itô dynamics divides the zero-flux Boltzmann density by $D$

## Why do my particles collect where the friction is high?

My Brownian dynamics run gives the wrong populations. The particle moves in a box with reflecting walls, the potential is flat and the temperature is uniform, so I expect a flat histogram. Instead the particle spends more time where the friction is high. At each step I add the force times the mobility, times the time step, and then a random displacement whose variance is set by the local diffusion coefficient at the start of the step. Friction should change how fast the particle moves, not where it is found. Is this a sampling problem, or is my equation of motion wrong? And if I put in a barrier, will the barrier height that I read off the histogram be wrong too?

## The missing drift puts a factor $1/D$ into the density

The equation of motion is wrong, and longer sampling won't help. When the diffusion coefficient $D(x)$ depends on position, an update of your kind needs the extra drift $D'(x)$. Without it, the zero-flux density is proportional to $e^{-U/T}/D$ instead of $e^{-U/T}$, where $U$ is the potential and $T$ the temperature in energy units. In a flat potential this is $1/D$, which is large where friction is high. A barrier height read off the histogram is wrong as well, unless $D$ is the same at the barrier top and in the well.

### Zero flux with and without the extra drift

Let $\mu(x)>0$ be the mobility, the inverse of the friction. The Einstein relation gives $D=T\mu$. Your update, with the noise amplitude taken at the start of the step, is an Itô process in the limit of small steps. If its drift is $v$ and its density is $p$, the probability flux is

$$J = v\,p-(Dp)'.$$

You used the force drift alone, $v=-\mu U'$. Write $g=Dp$ and multiply the flux by $-T$:

$$-TJ = T\mu U'p+T(Dp)' = U'g+Tg'.$$

So $J$ vanishes everywhere exactly when $U'g+Tg'=0$ everywhere. That equation gives $g'=-U'g/T$, and therefore

$$\left(g\,e^{U/T}\right)'=\left(g'+\frac{U'}{T}g\right)e^{U/T}=0.$$

Hence $g\,e^{U/T}$ is a constant $C$, and $g=Ce^{-U/T}$. Conversely, this $g$ has $g'=-U'g/T$ and solves the equation. Dividing by $D$ gives

$$p=\frac{C\,e^{-U/T}}{D}.$$

Now include the missing term, $v=-\mu U'+D'$. The two terms in $D'$ cancel:

$$J=-\mu U'p+D'p-D'p-Dp'=-\mu\,(U'p+Tp').$$

Since $\mu>0$, zero flux now means $U'p+Tp'=0$, which is the same equation with $p$ in place of $g$. Its solutions are $p=Ce^{-U/T}$, so the mobility has dropped out of the density, as you expected.

For the barrier, compare two points $a$ and $b$ in the density without the extra drift. If $p(b)\neq0$, then $C\neq0$ and it cancels:

$$\frac{p(a)}{p(b)}=\frac{D(b)}{D(a)}\,\frac{e^{-U(a)/T}}{e^{-U(b)/T}}.$$

Taking $-T\log$ of both sides gives the free-energy difference that the histogram appears to show:

$$-T\log\frac{p(a)}{p(b)}=U(a)-U(b)+T\log\frac{D(a)}{D(b)}.$$

If $a$ is the barrier top, $b$ the well bottom, and the friction at the top is twice that in the well, the apparent barrier is too low by $T\log 2$.

One can also start from the correct density $B=e^{-U/T}$ and ask what your rule does to it. Since $DB'=-\mu U'B$,

$$J=-\mu U'B-D'B-DB'=-D'B.$$

The rule pushes probability towards smaller $D$. This flux is zero everywhere exactly when $D'=0$ everywhere, that is, when $D$ is constant.

### The same statements in Lean

```lean
import Mathlib

noncomputable section

namespace KramersMissingDrift

/-- The diffusion coefficient given by the Einstein relation `D = T μ`, with `μ` the mobility
(inverse friction) and `T` the temperature in energy units. -/
def diffusion (T : ℝ) (μ : ℝ → ℝ) (x : ℝ) : ℝ := T * μ x

/-- The Boltzmann weight `exp (-U / T)`, for nonzero temperature `T`. -/
def boltzmann (T : ℝ) (U : ℝ → ℝ) (x : ℝ) : ℝ := Real.exp (-U x / T)

/-- The probability flux `v p - (D p)'` of an Itô process with drift `v` and diffusion
coefficient `D`. -/
def itoFlux (v D p : ℝ → ℝ) (x : ℝ) : ℝ := v x * p x - deriv (fun y => D y * p y) x

/-- The drift `-μ U'` due to the force alone. -/
def forceDrift (U μ : ℝ → ℝ) (x : ℝ) : ℝ := -(μ x * deriv U x)

/-- The force drift together with the drift `D'` due to the gradient of the diffusion
coefficient. -/
def fullDrift (T : ℝ) (U μ : ℝ → ℝ) (x : ℝ) : ℝ :=
  forceDrift U μ x + deriv (diffusion T μ) x

/-- At nonzero temperature, a differentiable `g` satisfies the balance equation
`U' g + T g' = 0` everywhere, for differentiable `U`, exactly when it is a constant multiple of
the Boltzmann weight. -/
theorem balance_iff {T : ℝ} {U g : ℝ → ℝ} (hT : T ≠ 0)
    (hU : Differentiable ℝ U) (hg : Differentiable ℝ g) :
    (∀ x, deriv U x * g x + T * deriv g x = 0) ↔ ∃ C, ∀ x, g x = C * boltzmann T U x := by
  constructor
  · intro h
    -- the product g exp(U/T) has zero derivative
    have hd : ∀ x, HasDerivAt (fun y => g y * Real.exp (U y / T)) 0 x := by
      intro x
      have e : deriv g x = -(deriv U x * g x) / T := by
        rw [eq_div_iff hT]
        linear_combination h x
      refine ((hg x).hasDerivAt.fun_mul
        ((hU x).hasDerivAt.div_const T).exp).congr_deriv ?_
      rw [e]
      ring
    refine ⟨g 0 * Real.exp (U 0 / T), fun x => ?_⟩
    have hc : g x * Real.exp (U x / T) = g 0 * Real.exp (U 0 / T) :=
      is_const_of_deriv_eq_zero (fun y => (hd y).differentiableAt)
        (fun y => (hd y).deriv) x 0
    have he : Real.exp (U x / T) * boltzmann T U x = 1 := by
      rw [boltzmann, ← Real.exp_add, neg_div, add_neg_cancel, Real.exp_zero]
    linear_combination boltzmann T U x * hc - g x * he
  · rintro ⟨C, hC⟩ x
    have hB : HasDerivAt (boltzmann T U) (boltzmann T U x * (-deriv U x / T)) x :=
      ((hU x).hasDerivAt.fun_neg.div_const T).exp
    have hg' : g = fun y => C * boltzmann T U y := funext hC
    have hd : deriv g x = C * (boltzmann T U x * (-deriv U x / T)) := by
      rw [hg']
      exact (hB.const_mul C).deriv
    have ht : T * (-deriv U x / T) = -deriv U x := by field_simp
    rw [hd, hC x]
    linear_combination C * boltzmann T U x * ht

/-- Without the `D'` drift, a differentiable density has zero flux everywhere exactly when it is
`C exp (-U / T) / D`, for positive temperature, differentiable potential and positive
differentiable mobility. -/
theorem naive_zero_flux_iff {T : ℝ} {U μ p : ℝ → ℝ} (hT : 0 < T)
    (hU : Differentiable ℝ U) (hμ : Differentiable ℝ μ) (hpos : ∀ x, 0 < μ x)
    (hp : Differentiable ℝ p) :
    (∀ x, itoFlux (forceDrift U μ) (diffusion T μ) p x = 0) ↔
      ∃ C, ∀ x, p x = C * boltzmann T U x / diffusion T μ x := by
  have hD : Differentiable ℝ (diffusion T μ) := fun x => (hμ x).const_mul T
  have hDne : ∀ x, diffusion T μ x ≠ 0 := fun x => (mul_pos hT (hpos x)).ne'
  have hg : Differentiable ℝ (fun y => diffusion T μ y * p y) :=
    fun x => (hD x).fun_mul (hp x)
  -- T times the flux is minus the balance expression for g = D p
  have key : ∀ x, deriv U x * (diffusion T μ x * p x)
      + T * deriv (fun y => diffusion T μ y * p y) x
      = -T * itoFlux (forceDrift U μ) (diffusion T μ) p x := by
    intro x
    have hx : diffusion T μ x = T * μ x := rfl
    unfold itoFlux forceDrift
    linear_combination deriv U x * p x * hx
  have hb := balance_iff hT.ne' hU hg
  constructor
  · intro h
    obtain ⟨C, hC⟩ := hb.mp (fun x => by rw [key x, h x, mul_zero])
    refine ⟨C, fun x => ?_⟩
    rw [eq_div_iff (hDne x)]
    linear_combination hC x
  · rintro ⟨C, hC⟩ x
    have h := hb.mpr ⟨C, fun y => by
      have hy := (eq_div_iff (hDne y)).mp (hC y)
      linear_combination hy⟩ x
    rw [key x] at h
    exact (mul_eq_zero.mp h).resolve_left (neg_ne_zero.mpr hT.ne')

/-- With the `D'` drift included, a differentiable density has zero flux everywhere exactly when
it is a multiple of the Boltzmann weight, for positive temperature, differentiable potential and
positive differentiable mobility. -/
theorem full_zero_flux_iff {T : ℝ} {U μ p : ℝ → ℝ} (hT : 0 < T)
    (hU : Differentiable ℝ U) (hμ : Differentiable ℝ μ) (hpos : ∀ x, 0 < μ x)
    (hp : Differentiable ℝ p) :
    (∀ x, itoFlux (fullDrift T U μ) (diffusion T μ) p x = 0) ↔
      ∃ C, ∀ x, p x = C * boltzmann T U x := by
  have hD : Differentiable ℝ (diffusion T μ) := fun x => (hμ x).const_mul T
  -- the D' terms cancel in the flux
  have key : ∀ x, itoFlux (fullDrift T U μ) (diffusion T μ) p x
      = -μ x * (deriv U x * p x + T * deriv p x) := by
    intro x
    have h := ((hD x).hasDerivAt.fun_mul (hp x).hasDerivAt).deriv
    have hx : diffusion T μ x = T * μ x := rfl
    unfold itoFlux fullDrift forceDrift
    rw [h]
    linear_combination (-deriv p x) * hx
  rw [← balance_iff hT.ne' hU hp]
  refine forall_congr' fun x => ?_
  rw [key x, mul_eq_zero]
  exact or_iff_right (neg_ne_zero.mpr (hpos x).ne')

/-- If a differentiable density has zero flux without the `D'` drift and is nonzero at `b`, its
ratio between `a` and `b` is the Boltzmann ratio times `D b / D a`, for positive temperature,
differentiable potential and positive differentiable mobility. -/
theorem naive_density_ratio {T : ℝ} {U μ p : ℝ → ℝ} (hT : 0 < T)
    (hU : Differentiable ℝ U) (hμ : Differentiable ℝ μ) (hpos : ∀ x, 0 < μ x)
    (hp : Differentiable ℝ p)
    (hJ : ∀ x, itoFlux (forceDrift U μ) (diffusion T μ) p x = 0)
    (a : ℝ) {b : ℝ} (hb : p b ≠ 0) :
    p a / p b = diffusion T μ b / diffusion T μ a * (boltzmann T U a / boltzmann T U b) := by
  obtain ⟨C, hC⟩ := (naive_zero_flux_iff hT hU hμ hpos hp).mp hJ
  have hC0 : C ≠ 0 := fun h => hb (by rw [hC b, h]; simp)
  have hDa : diffusion T μ a ≠ 0 := (mul_pos hT (hpos a)).ne'
  have hDb : diffusion T μ b ≠ 0 := (mul_pos hT (hpos b)).ne'
  have hB : boltzmann T U b ≠ 0 := Real.exp_ne_zero _
  rw [hC a, hC b]
  field_simp

/-- If a differentiable density has zero flux without the `D'` drift and is nonzero at `b`, the
free-energy difference between `a` and `b` read off from it is `U a - U b` plus the spurious term
`T log (D a / D b)`, for positive temperature, differentiable potential and positive differentiable
mobility. -/
theorem naive_apparent_barrier {T : ℝ} {U μ p : ℝ → ℝ} (hT : 0 < T)
    (hU : Differentiable ℝ U) (hμ : Differentiable ℝ μ) (hpos : ∀ x, 0 < μ x)
    (hp : Differentiable ℝ p)
    (hJ : ∀ x, itoFlux (forceDrift U μ) (diffusion T μ) p x = 0)
    (a : ℝ) {b : ℝ} (hb : p b ≠ 0) :
    -T * Real.log (p a / p b)
      = U a - U b + T * Real.log (diffusion T μ a / diffusion T μ b) := by
  have hDa : diffusion T μ a ≠ 0 := (mul_pos hT (hpos a)).ne'
  have hDb : diffusion T μ b ≠ 0 := (mul_pos hT (hpos b)).ne'
  have hB : ∀ x, boltzmann T U x ≠ 0 := fun x => Real.exp_ne_zero _
  have hl : ∀ x, Real.log (boltzmann T U x) = -U x / T := fun x => Real.log_exp _
  have ht : ∀ x, T * (U x / T) = U x := fun x => by field_simp
  rw [naive_density_ratio hT hU hμ hpos hp hJ a hb,
    Real.log_mul (div_ne_zero hDb hDa) (div_ne_zero (hB a) (hB b)),
    Real.log_div hDb hDa, Real.log_div (hB a) (hB b), Real.log_div hDa hDb, hl a, hl b]
  linear_combination ht a - ht b

/-- Without the `D'` drift, the Boltzmann weight carries the flux `-D' exp (-U / T)`, for
positive temperature, differentiable potential and positive differentiable mobility. -/
theorem naive_flux_boltzmann {T : ℝ} {U μ : ℝ → ℝ} (hT : 0 < T)
    (hU : Differentiable ℝ U) (hμ : Differentiable ℝ μ) (hpos : ∀ x, 0 < μ x) (x : ℝ) :
    itoFlux (forceDrift U μ) (diffusion T μ) (boltzmann T U) x
      = -(deriv (diffusion T μ) x * boltzmann T U x) := by
  have hB : Differentiable ℝ (boltzmann T U) := fun y =>
    ((hU y).hasDerivAt.fun_neg.div_const T).exp.differentiableAt
  have h := (full_zero_flux_iff hT hU hμ hpos hB).mpr ⟨1, fun y => (one_mul _).symm⟩ x
  unfold itoFlux fullDrift at h
  unfold itoFlux
  linear_combination h

/-- Without the `D'` drift, the Boltzmann weight has zero flux everywhere exactly when the
diffusion coefficient is constant, for positive temperature, differentiable potential and
positive differentiable mobility. -/
theorem naive_boltzmann_iff_constant {T : ℝ} {U μ : ℝ → ℝ} (hT : 0 < T)
    (hU : Differentiable ℝ U) (hμ : Differentiable ℝ μ) (hpos : ∀ x, 0 < μ x) :
    (∀ x, itoFlux (forceDrift U μ) (diffusion T μ) (boltzmann T U) x = 0) ↔
      ∀ a b, diffusion T μ a = diffusion T μ b := by
  have hD : Differentiable ℝ (diffusion T μ) := fun x => (hμ x).const_mul T
  constructor
  · intro h
    refine is_const_of_deriv_eq_zero hD fun x => ?_
    have hx := h x
    rw [naive_flux_boltzmann hT hU hμ hpos x, neg_eq_zero] at hx
    exact (mul_eq_zero.mp hx).resolve_right (Real.exp_ne_zero _)
  · intro h x
    have hc : diffusion T μ = fun _ => diffusion T μ 0 := funext fun y => h y 0
    have hd : deriv (diffusion T μ) x = 0 := by
      rw [hc]
      exact deriv_const x _
    rw [naive_flux_boltzmann hT hU hμ hpos x, hd, zero_mul, neg_zero]

end KramersMissingDrift
```

```lean
#print axioms KramersMissingDrift.full_zero_flux_iff
#print axioms KramersMissingDrift.naive_apparent_barrier
#print axioms KramersMissingDrift.naive_boltzmann_iff_constant
```

```
'KramersMissingDrift.full_zero_flux_iff' depends on axioms: [propext, Classical.choice, Quot.sound]
'KramersMissingDrift.naive_apparent_barrier' depends on axioms: [propext, Classical.choice, Quot.sound]
'KramersMissingDrift.naive_boltzmann_iff_constant' depends on axioms: [propext, Classical.choice, Quot.sound]
```

### What the definitions and theorems say

Position is a real number, and `U`, `μ` and `p` are functions from `ℝ` to `ℝ`. The definition `diffusion T μ` is $T\mu$, so the Einstein relation is built in. Physically it says that the friction and the random kicks come from the same bath at temperature $T$. The weight $e^{-U/T}$ is `boltzmann T U`, without normalisation. The two drifts are `forceDrift`, your rule, and `fullDrift`, which adds $D'$.

The flux formula is the definition `itoFlux`. It fixes the Itô convention, and with another reading of the noise the required extra drift would be different. The file contains no stochastic process from which the formula is derived.

The two central theorems are `naive_zero_flux_iff` and `full_zero_flux_iff`. Both assume $T>0$, a mobility that is positive everywhere, and differentiable `U`, `μ` and `p`. The first says that the flux without $D'$ vanishes at every point if and only if there is a constant $C$ with $p=Ce^{-U/T}/D$ at every point. The second says the same for the full drift and $p=Ce^{-U/T}$. Differentiability is assumed explicitly because `deriv` returns zero at a point where no derivative exists.

The function `p` need not be positive or normalised, so $C$ may be zero or negative. The hypothesis `hb : p b ≠ 0` in `naive_density_ratio` and `naive_apparent_barrier` excludes the zero solution, which has no ratio to speak of. These two theorems are the formulas for $p(a)/p(b)$ and for the apparent free-energy difference, at any two points. Finally, `naive_flux_boltzmann` gives the flux $-D'e^{-U/T}$, and `naive_boltzmann_iff_constant` says that it vanishes everywhere exactly when $D$ takes the same value at any two points.

The model is one-dimensional and overdamped, in continuous time and on the whole line. Your box is an interval, where reflecting walls force the stationary flux to be zero and the derivation above applies unchanged. The theorems don't address time-step errors, convergence to the stationary density or escape rates. For simulation practice, the consequence within this model is that a free-energy profile taken from a run without the $D'$ drift is shifted by $T\log D$, up to a constant.

### How the Lean proofs follow the calculation

The lemma `balance_iff` solves $U'g+Tg'=0$ for differentiable $U$ and $g$, and all it asks of the temperature is $T\neq0$. In the forward direction, `hd` shows that $g\,e^{U/T}$ has derivative zero, after `e` has solved the equation for $g'$. Then `is_const_of_deriv_eq_zero` equates the values at $x$ and at $0$, so the constant is $C=g(0)e^{U(0)/T}$. The identity `he`, $e^{U/T}e^{-U/T}=1$, turns this into the formula for $g$. The converse differentiates $Ce^{-U/T}$ and substitutes.

In `naive_zero_flux_iff`, the step `key` is the identity $U'g+Tg'=-TJ$ for $g=Dp$. With it, `balance_iff` applies to $g$, and `eq_div_iff` moves the nonzero factor $D$ from one side to the other. In `full_zero_flux_iff`, `key` is the factorised flux $-\mu(U'p+Tp')$, obtained from the product rule. The factor $-\mu$ is nonzero, so only the bracket can vanish, and `balance_iff` applies to $p$ itself.

The proof of `naive_density_ratio` takes the constant $C$ from the first characterisation, shows that it is nonzero because $p(b)$ is, and lets `field_simp` cancel it. For `naive_apparent_barrier`, the logarithm is split with `Real.log_mul` and `Real.log_div`, whose conditions hold because $D$ and the exponentials are nonzero.

The proof of `naive_flux_boltzmann` is shorter than the calculation above. By `full_zero_flux_iff` with $C=1$, the Boltzmann weight has zero flux under the full drift. Your rule lacks exactly the contribution $D'e^{-U/T}$, so its flux is minus that term. In the last theorem, a flux that vanishes everywhere forces $D'=0$, since the exponential is never zero, and `is_const_of_deriv_eq_zero` then makes $D$ constant. Conversely, a constant $D$ has zero derivative, and the flux vanishes.
